# Echo decay with stretched exponent d/3 from many static, randomly placed spins with phase shifts t/r³

**Q:** An observed electron spin sits in a frozen sample. A pulse flips the spins around it, their dipolar fields at the observed spin change sign, and the echo no longer refocuses fully. The neighbours lie at random places, on a line, on a surface or in a volume. I am told that the echo then decays as a stretched exponential with exponent $d/3$, where $d$ is the dimension. What model stands behind the formal version?

**A:** A flipped spin at distance $r$ shifts the echo phase by $\pm t/r^3$, with the sign set by whether the neighbour points up or down. The two signs are taken as equally likely, which holds when the thermal polarisation of the neighbours is negligible. The average of $e^{\pm i t/r^3}$ is $\cos(t/r^3)$, so one neighbour alone costs the fraction $1-\cos(t/r^3)$ of the amplitude. All amplitudes here are relative to the echo without flipped neighbours. Here $t$ is a time multiplied by the dipolar coupling constant (an angular frequency times a length cubed), so it has the dimension of a length cubed. In a two-pulse echo that time is the delay from the first pulse to the flip, provided that the flip comes no later than the refocusing pulse. The number of places at distance $r$ grows as $r^{d-1}$, which gives the weighted loss.

```lean
import Mathlib

open Set MeasureTheory Filter Topology

namespace DipolarEchoDecay

noncomputable section

/-- Loss of echo amplitude `1 - cos (t / r ^ 3)` caused by a flipped spin at distance `r > 0`,
weighted by the radial volume factor `r ^ (d - 1)` of `d`-dimensional space. -/
def lossKernel (d t r : ℝ) : ℝ := (1 - Real.cos (t / r ^ 3)) * r ^ (d - 1)
```

**Q:** And the dependence on the angle between the field and the line joining the spins?

**A:** It is left out: the phase depends on distance alone. The neighbours are also static, do not interact with each other, and may come arbitrarily close to the observed spin. The quantity that controls the decay is the loss summed over all distances,
$$J_d(t)=\int_0^\infty \bigl(1-\cos(t/r^3)\bigr)\,r^{d-1}\,dr .$$
In the code it is `totalLoss d t`, with `Ioi 0` for the half-line $r>0$.

```lean
/-- The weighted loss `lossKernel d t r` integrated over all distances `r > 0`, for `0 < d < 6`. -/
def totalLoss (d t : ℝ) : ℝ := ∫ r in Ioi (0 : ℝ), lossKernel d t r
```

**Q:** An integral is not an echo. Where is the random placement?

**A:** In the next three definitions. For a spin placed uniformly in a ball of radius $R$ around the observed spin, the distance has probability density $d\,r^{d-1}/R^d$. Its average contribution is
$$m_R(t)=\frac{d}{R^d}\int_0^R \cos(t/r^3)\,r^{d-1}\,dr .$$

```lean
/-- Mean of `cos (t / r ^ 3)` for one spin placed uniformly in a `d`-dimensional ball of
radius `R`, for `d > 0` and `R > 0`. -/
def oneSpinAverage (d R t : ℝ) : ℝ :=
  d / R ^ d * ∫ r in (0 : ℝ)..R, Real.cos (t / r ^ 3) * r ^ (d - 1)
```

The ball grows with the number $N$ of flipped spins so that $N=cR^d$ at fixed $c$.

```lean
/-- Radius `R` of the ball that holds `N` spins when `N = c * R ^ d`, for `c > 0` and `d > 0`. -/
def ballRadius (c d : ℝ) (N : ℕ) : ℝ := ((N : ℝ) / c) ^ (1 / d)
```

If $n$ is the number of flipped spins per unit length, area or volume, then $c$ is $2n$, $\pi n$ or $4\pi n/3$ for $d=1,2,3$. The echo for $N$ spins is $m_R(t)^N$.

```lean
/-- Echo amplitude for `N` independently placed spins at concentration `c > 0` in dimension
`d > 0`: the product of `N` equal one-spin averages, for `N ≥ 1`. -/
def echo (c d t : ℝ) (N : ℕ) : ℝ := oneSpinAverage d (ballRadius c d N) t ^ N
```

**Q:** So independence is put in by hand.

**A:** Yes. The $N$-th power is the definition of `echo`. The file does not build a probability space of positions and derive the product from it. If the neighbours point up or down independently of each other, the averaged phase factor is a product of cosines. For independent positions, the mean of that product is the product of the means. These two assumptions are the physical content of the definition.

**Q:** Does $J_d$ exist at all? The cosine oscillates wildly as $r\to0$, and the volume is infinite.

**A:** Both ends are harmless for $0<d<6$. Near the origin the loss is at most 2, and
$$\int_0^1 2r^{d-1}\,dr=\frac{2}{d}.$$
Far away, $1-\cos x\le x^2/2$ bounds the integrand by $\tfrac{t^2}{2}r^{d-7}$, and
$$\int_1^\infty \frac{t^2}{2}\,r^{d-7}\,dr=\frac{t^2}{2(6-d)} .$$
The Lean proof splits the half-line at $r=1$ in the same way, and `Integrable.mono'` compares the loss with each of the two powers. The dimension is a real number here, so $d=1,2,3$ are special cases.

```lean
/-- For `0 < d < 6` the weighted loss is integrable over all distances. -/
theorem lossKernel_integrable {d : ℝ} (hd : 0 < d) (hd6 : d < 6) (t : ℝ) :
    IntegrableOn (lossKernel d t) (Ioi 0) := by
  have hm : Measurable (lossKernel d t) := by
    unfold lossKernel
    fun_prop
  rw [← Ioc_union_Ioi_eq_Ioi (zero_le_one' ℝ)]
  refine IntegrableOn.union ?_ ?_
  · -- near spins: the loss is at most 2
    have h : IntegrableOn (fun r : ℝ => r ^ (d - 1)) (Ioc 0 1) :=
      (intervalIntegrable_iff_integrableOn_Ioc_of_le zero_le_one).1
        (intervalIntegral.intervalIntegrable_rpow' (by linarith))
    refine Integrable.mono' (h.const_mul 2) hm.aestronglyMeasurable
      (ae_restrict_of_forall_mem measurableSet_Ioc fun r hr => ?_)
    have hp : 0 ≤ r ^ (d - 1) := Real.rpow_nonneg hr.1.le _
    have h1 := Real.cos_le_one (t / r ^ 3)
    have h2 := Real.neg_one_le_cos (t / r ^ 3)
    rw [lossKernel, Real.norm_of_nonneg (mul_nonneg (by linarith) hp)]
    exact mul_le_mul_of_nonneg_right (by linarith) hp
  · -- distant spins: the loss is at most half the squared phase
    have h : IntegrableOn (fun r : ℝ => r ^ (d - 7)) (Ioi 1) :=
      integrableOn_Ioi_rpow_of_lt (by linarith) one_pos
    refine Integrable.mono' (h.const_mul (t ^ 2 / 2)) hm.aestronglyMeasurable
      (ae_restrict_of_forall_mem measurableSet_Ioi fun r hr => ?_)
    have hr0 : 0 < r := lt_trans one_pos hr
    have hp : 0 ≤ r ^ (d - 1) := Real.rpow_nonneg hr0.le _
    have h1 := Real.cos_le_one (t / r ^ 3)
    have h2 : 1 - (t / r ^ 3) ^ 2 / 2 ≤ Real.cos (t / r ^ 3) :=
      Real.one_sub_sq_div_two_le_cos
    have h3 : r ^ (d - 1) = r ^ (d - 7) * r ^ 6 := by
      rw [← Real.rpow_natCast r 6, ← Real.rpow_add hr0]
      congr 1
      push_cast
      ring
    rw [lossKernel, Real.norm_of_nonneg (mul_nonneg (by linarith) hp)]
    calc (1 - Real.cos (t / r ^ 3)) * r ^ (d - 1)
        ≤ ((t / r ^ 3) ^ 2 / 2) * r ^ (d - 1) :=
          mul_le_mul_of_nonneg_right (by linarith) hp
      _ = t ^ 2 / 2 * r ^ (d - 7) := by
          rw [h3]
          field_simp
```

**Q:** Could the integral vanish? Then there would be no decay.

**A:** Not for $t>0$. The integrand is never negative. If $r>1+t$, then $r>1$ gives $r^3>r>t$, so the phase lies strictly between 0 and 1, where the cosine is below 1. The integrand is therefore positive on a whole half-line. The proof uses the fact that a nonnegative integrable function has a positive integral exactly when it is nonzero on a set of positive measure, and it exhibits the half-line `Ioi (1 + t)` as part of that set.

```lean
/-- For `0 < d < 6` and `t > 0` the total loss is strictly positive. -/
theorem totalLoss_pos {d t : ℝ} (hd : 0 < d) (hd6 : d < 6) (ht : 0 < t) :
    0 < totalLoss d t := by
  have hnn : 0 ≤ᵐ[volume.restrict (Ioi (0 : ℝ))] lossKernel d t :=
    ae_restrict_of_forall_mem measurableSet_Ioi fun r hr =>
      mul_nonneg (by linarith [Real.cos_le_one (t / r ^ 3)])
        (Real.rpow_nonneg (le_of_lt hr) _)
  rw [totalLoss, setIntegral_pos_iff_support_of_nonneg_ae hnn (lossKernel_integrable hd hd6 t)]
  -- beyond r = 1 + t the phase lies strictly between 0 and 1
  refine lt_of_lt_of_le (by simp : 0 < volume (Ioi (1 + t))) (measure_mono fun r hr => ?_)
  have hr' : 1 + t < r := hr
  have hr0 : 0 < r := by linarith
  refine ⟨?_, hr0⟩
  have h3 : t < r ^ 3 := by
    have := mul_pos (mul_pos hr0 (by linarith : 0 < r - 1)) (by linarith : 0 < r + 1)
    nlinarith
  have hx0 : 0 < t / r ^ 3 := by positivity
  have hx1 : t / r ^ 3 < 1 := (div_lt_one (by positivity)).2 h3
  have hpi := Real.pi_gt_three
  have hc : Real.cos (t / r ^ 3) ≠ 1 := fun h =>
    hx0.ne' ((Real.cos_eq_one_iff_of_lt_of_lt (by linarith) (by linarith)).1 h)
  exact mul_ne_zero (sub_ne_zero.2 hc.symm) (Real.rpow_pos_of_pos hr0 _).ne'
```

**Q:** Now the exponent.

**A:** Measure distances in units of $s=t^{1/3}$. With $r=sx$ the phase becomes $t/(s^3x^3)=1/x^3$, and
$$J_d(t)=\int_0^\infty\bigl(1-\cos(1/x^3)\bigr)\,s^{d-1}x^{d-1}\,s\,dx=s^d J_d(1)=t^{d/3}J_d(1).$$
In Lean, `integral_comp_mul_left_Ioi` is the change of variable, `e` is the simplified phase, and the closing lines collect the powers of `s`.

```lean
/-- For `t > 0` the total loss at time `t` is `t ^ (d / 3)` times its value at `t = 1`. -/
theorem totalLoss_scaling (d : ℝ) {t : ℝ} (ht : 0 < t) :
    totalLoss d t = t ^ (d / 3) * totalLoss d 1 := by
  obtain ⟨s, hs, hs3, hsd⟩ : ∃ s : ℝ, 0 < s ∧ s ^ 3 = t ∧ s ^ d = t ^ (d / 3) := by
    refine ⟨t ^ (1 / 3 : ℝ), Real.rpow_pos_of_pos ht _, ?_, ?_⟩
    · rw [← Real.rpow_natCast, ← Real.rpow_mul ht.le]
      norm_num
    · rw [← Real.rpow_mul ht.le]
      congr 1
      ring
  -- measure distances in units of s = t^(1/3)
  have h := integral_comp_mul_left_Ioi (lossKernel d t) 0 hs
  have h2 : ∫ x in Ioi (0 : ℝ), lossKernel d t (s * x) = s ^ (d - 1) * totalLoss d 1 := by
    rw [totalLoss, ← integral_const_mul]
    refine setIntegral_congr_fun measurableSet_Ioi fun x hx => ?_
    have hx0 : 0 < x := hx
    have e : t / (s * x) ^ 3 = 1 / x ^ 3 := by
      rw [mul_pow, hs3]
      field_simp
    simp only [lossKernel]
    rw [e, Real.mul_rpow hs.le hx0.le]
    ring
  rw [h2, mul_zero, smul_eq_mul, Real.rpow_sub_one hs.ne'] at h
  change s ^ d / s * totalLoss d 1 = s⁻¹ * totalLoss d t at h
  rw [← hsd]
  field_simp at h
  linarith
```

**Q:** I see no bound on $d$ in that theorem.

**A:** Lean assigns the value 0 to a divergent integral, so the equation has physical content only together with `lossKernel_integrable`, for $0<d<6$.

**Q:** Then how does the integral over all space get into the exponent, when each ball is finite?

**A:** First separate the 1 from the cosine. Since $\int_0^R r^{d-1}dr=R^d/d$,
$$m_R(t)=1-\frac{d}{R^d}\int_0^R\bigl(1-\cos(t/r^3)\bigr)r^{d-1}\,dr .$$
The Lean proof subtracts the two integrals, which is allowed because both integrands are integrable on the ball, and evaluates the power.

```lean
/-- For `0 < d < 6` and `R > 0` the one-spin average is `1 - L / (R ^ d / d)`, where `L` is the
weighted loss integrated from `0` to `R`. -/
theorem oneSpinAverage_eq {d R : ℝ} (hd : 0 < d) (hd6 : d < 6) (hR : 0 < R) (t : ℝ) :
    oneSpinAverage d R t = 1 - d / R ^ d * ∫ r in (0 : ℝ)..R, lossKernel d t r := by
  have h1 : IntervalIntegrable (fun r : ℝ => r ^ (d - 1)) volume 0 R :=
    intervalIntegral.intervalIntegrable_rpow' (by linarith)
  have h2 : IntervalIntegrable (lossKernel d t) volume 0 R :=
    (intervalIntegrable_iff_integrableOn_Ioc_of_le hR.le).2
      ((lossKernel_integrable hd hd6 t).mono_set Ioc_subset_Ioi_self)
  have e : ∫ r in (0 : ℝ)..R, Real.cos (t / r ^ 3) * r ^ (d - 1)
      = (∫ r in (0 : ℝ)..R, r ^ (d - 1)) - ∫ r in (0 : ℝ)..R, lossKernel d t r := by
    rw [← intervalIntegral.integral_sub h1 h2]
    refine intervalIntegral.integral_congr fun r _ => ?_
    simp only [lossKernel]
    ring
  have hRd : R ^ d ≠ 0 := (Real.rpow_pos_of_pos hR d).ne'
  rw [oneSpinAverage, e, integral_rpow (Or.inl (by linarith)), sub_add_cancel,
    Real.zero_rpow hd.ne', sub_zero, mul_sub]
  congr 1
  field_simp
```

Next write $R_N$ for the radius at $N$ spins, so that $R_N^d=N/c$. Then
$$N\bigl(m_{R_N}(t)-1\bigr)=-c\,d\int_0^{R_N}\bigl(1-\cos(t/r^3)\bigr)r^{d-1}\,dr\;\longrightarrow\;-c\,d\,J_d(t),$$
because $R_N\to\infty$ and the integral converges. Each spin costs an amount of order $1/N$, and there are $N$ of them. If $N a_N\to a$, then $(1+a_N)^N\to e^a$, so
$$m_{R_N}(t)^N\;\longrightarrow\;\exp\bigl(-c\,d\,J_d(1)\,t^{d/3}\bigr).$$

**Q:** Which lines of the proof carry this?

**A:** `hR` says that the radius grows without bound, and `hlim` is the convergence of the truncated integral. `key` is the limit of $N(m_{R_N}-1)$, obtained from `hlim` by the identity above for $N\ge1$. `Real.tendsto_one_add_pow_exp_of_tendsto` then supplies the exponential, and `totalLoss_scaling` puts in the power of $t$.

```lean
/-- Limiting echo decay: for `0 < d < 6`, `c > 0` and `t > 0`, the echo of `N` randomly placed spins
at fixed concentration `c` tends, as `N` grows, to an exponential whose exponent is proportional to
`t ^ (d / 3)`. -/
theorem echo_tendsto {c d t : ℝ} (hc : 0 < c) (hd : 0 < d) (hd6 : d < 6) (ht : 0 < t) :
    Tendsto (echo c d t) atTop
      (𝓝 (Real.exp (-(c * d * totalLoss d 1 * t ^ (d / 3))))) := by
  have hR : Tendsto (ballRadius c d) atTop atTop :=
    (tendsto_rpow_atTop (one_div_pos.2 hd)).comp
      (tendsto_natCast_atTop_atTop.atTop_div_const hc)
  have hlim := (intervalIntegral_tendsto_integral_Ioi 0
    (lossKernel_integrable hd hd6 t) hR).const_mul (-(c * d))
  -- N times the one-spin loss has a finite limit
  have key : Tendsto (fun N : ℕ => (N : ℝ) * (oneSpinAverage d (ballRadius c d N) t - 1))
      atTop (𝓝 (-(c * d) * totalLoss d t)) := by
    refine Tendsto.congr' ?_ hlim
    filter_upwards [eventually_gt_atTop 0] with N hN
    have hN0 : (0 : ℝ) < N := Nat.cast_pos.2 hN
    have hpos : 0 < ballRadius c d N := Real.rpow_pos_of_pos (div_pos hN0 hc) _
    have hpow : ballRadius c d N ^ d = (N : ℝ) / c := by
      rw [ballRadius, ← Real.rpow_mul (div_pos hN0 hc).le, one_div_mul_cancel hd.ne',
        Real.rpow_one]
    have e : (N : ℝ) * (d / ((N : ℝ) / c)) = c * d := by
      rw [div_div_eq_mul_div, mul_div_cancel₀ _ hN0.ne', mul_comm]
    rw [oneSpinAverage_eq hd hd6 hpos, hpow]
    linear_combination (∫ r in (0 : ℝ)..ballRadius c d N, lossKernel d t r) * e
  have h := Real.tendsto_one_add_pow_exp_of_tendsto key
  have e2 : -(c * d) * totalLoss d t = -(c * d * totalLoss d 1 * t ^ (d / 3)) := by
    rw [totalLoss_scaling d ht]
    ring
  rw [e2] at h
  refine h.congr fun N => ?_
  rw [echo, add_sub_cancel]
```

**Q:** Read me the statement as physics.

**A:** Fix a positive concentration, a dimension between 0 and 6 and a positive time. As the number of flipped spins grows and the ball grows with it, the echo amplitude approaches $\exp(-c\,d\,J_d(1)\,t^{d/3})$, which is a stretched exponential for $d<3$. `Tendsto … atTop (𝓝 …)` expresses that limit. It is taken at each fixed $t$ and comes with no estimate of the error at finite $N$.

**Q:** In a bulk glass I expect an ordinary exponential.

**A:** That is $d=3$, where the exponent $d/3$ is 1. On a surface it is $2/3$, and on a line $1/3$.

```lean
/-- In three dimensions, for `c > 0` and `t > 0`, the limiting echo decay is a simple
exponential in `t`. -/
theorem echo_tendsto_three {c t : ℝ} (hc : 0 < c) (ht : 0 < t) :
    Tendsto (echo c 3 t) atTop (𝓝 (Real.exp (-(c * 3 * totalLoss 3 1 * t)))) := by
  have h := echo_tendsto hc (by norm_num : (0 : ℝ) < 3) (by norm_num) ht
  rwa [show (3 : ℝ) / 3 = 1 by norm_num, Real.rpow_one] at h
```

**Q:** An experimenter would rather quote a decay time than $J_d(1)$.

**A:** Set
$$T=\bigl(c\,d\,J_d(1)\bigr)^{-3/d}.$$
Then $T^{-d/3}=c\,d\,J_d(1)$, and the limit reads $\exp\bigl(-(t/T)^{d/3}\bigr)$. This $T$ is in the same reduced units as $t$, so dividing it by the dipolar coupling constant gives a time.

```lean
/-- Decay time of the echo at concentration `c > 0` in dimension `0 < d < 6`. -/
def decayTime (c d : ℝ) : ℝ := (c * d * totalLoss d 1) ^ (-(3 / d))
```

The last proof checks this rewriting. Positivity of $J_d(1)$ enters here, since it makes the base of the power positive; the exponents multiply to $-1$, which is `he`.

```lean
/-- For `0 < d < 6`, `c > 0` and `t > 0` the limiting echo is `exp (-(t / T) ^ (d / 3))`,
where `T` is the decay time. -/
theorem echo_tendsto_decayTime {c d t : ℝ} (hc : 0 < c) (hd : 0 < d) (hd6 : d < 6)
    (ht : 0 < t) :
    Tendsto (echo c d t) atTop (𝓝 (Real.exp (-(t / decayTime c d) ^ (d / 3)))) := by
  have hK : 0 < c * d * totalLoss d 1 :=
    mul_pos (mul_pos hc hd) (totalLoss_pos hd hd6 one_pos)
  have he : -(3 / d) * (d / 3) = -1 := by
    field_simp
  have h : (t / decayTime c d) ^ (d / 3) = c * d * totalLoss d 1 * t ^ (d / 3) := by
    rw [decayTime, Real.div_rpow ht.le (Real.rpow_nonneg hK.le _), ← Real.rpow_mul hK.le,
      he, Real.rpow_neg_one, div_inv_eq_mul, mul_comm]
  rw [h]
  exact echo_tendsto hc hd hd6 ht

end

end DipolarEchoDecay
```

```lean
#print axioms DipolarEchoDecay.echo_tendsto
-- 'DipolarEchoDecay.echo_tendsto' depends on axioms: [propext, Classical.choice, Quot.sound]
#print axioms DipolarEchoDecay.echo_tendsto_three
-- 'DipolarEchoDecay.echo_tendsto_three' depends on axioms: [propext, Classical.choice, Quot.sound]
#print axioms DipolarEchoDecay.echo_tendsto_decayTime
-- 'DipolarEchoDecay.echo_tendsto_decayTime' depends on axioms: [propext, Classical.choice, Quot.sound]
```

**Q:** My doubt about the angle remains. Real dipolar coupling is not isotropic.

**A:** The numerical value of $T$ should not be taken from this model for an oriented interaction. As for the exponent, an angular factor multiplies $t$ in the phase, and the substitution $r=t^{1/3}x$ works in each direction separately. That argument, which I give only informally, changes the constant and leaves $d/3$ alone for a volume, or for a line or surface at one fixed orientation to the field, provided the factor does not vanish in every available direction. If the sample contains lines or surfaces at many orientations, the constant varies from one to another, and the averaged echo is in general no longer a single stretched exponential.

**Q:** And what may I use it for?

**A:** As a test for a simulation in which the surrounding spins are static, independent, uniformly distributed and numerous, with phase shifts $\pm t/r^3$ and no smallest allowed distance. For the background in pulsed double resonance, where the coupling also depends on the angle, it suggests the form of the curve if the other conditions hold and any lines or surfaces have one fixed orientation to the field, with $T$ left to be fitted. A fitted exponent that differs from $d/3$ may mean that one of the assumptions fails, that something else contributes to the decay, or that the data are not good enough to fix the exponent.
